# A time-reversal-invariant Hamiltonian need not commute with the Kramers projection

On a four-dimensional complex space spanned by two Kramers pairs, `pairCoupling` is a Hamiltonian that couples each of φ₁ and φ₂ to the time-reversed partner of the other. The theorem states that this matrix is Hermitian and commutes with the antilinear time reversal `spinorT` on every vector, normalised or not, yet does not commute with `kramersK`, the diagonal matrix with entries 1/2 on φ₁, φ₂ and −1/2 on their partners. The proof checks the first two claims entry by entry. For the third it assumes that the matrices commute and compares the entries of the two products in row 0, column 3, which should give a contradiction.

The first attempt, which Lean rejects:

```lean
import Mathlib

open Matrix

namespace PairCouplingNotCommute

noncomputable section

/-- Time reversal on ℂ⁴ in a basis `(φ₁, φ₂, T φ₁, T φ₂)` of two Kramers pairs. -/
def spinorT : EuclideanSpace ℂ (Fin 4) →ₛₗ[starRingEnd ℂ] EuclideanSpace ℂ (Fin 4) where
  toFun v := !₂[-star (v 2), -star (v 3), star (v 0), star (v 1)]
  map_add' v w := by ext i; fin_cases i <;> simp [add_comm]
  map_smul' c v := by ext i; fin_cases i <;> simp

/-- The operator of the Kramers projection `M_K`: `1/2` on `φ₁, φ₂` and `-1/2` on their
time-reversed partners. -/
def kramersK : Matrix (Fin 4) (Fin 4) ℂ := diagonal ![1 / 2, 1 / 2, -1 / 2, -1 / 2]

/-- A Hamiltonian that couples `φ₁` to `T φ₂` and `φ₂` to `T φ₁`. -/
def pairCoupling : Matrix (Fin 4) (Fin 4) ℂ :=
  !![0, 0, 0, 1; 0, 0, -1, 0; 0, -1, 0, 0; 1, 0, 0, 0]

/-- The Hamiltonian `pairCoupling` is Hermitian and commutes with time reversal, but it does
not commute with the Kramers projection. -/
theorem pairCoupling_not_commute :
    pairCoupling.IsHermitian ∧
    (∀ v, WithLp.toLp 2 (pairCoupling *ᵥ (spinorT v).ofLp)
      = spinorT (WithLp.toLp 2 (pairCoupling *ᵥ v.ofLp))) ∧
    pairCoupling * kramersK ≠ kramersK * pairCoupling := by
  refine ⟨Matrix.IsHermitian.ext fun i j => ?_, fun v => ?_, fun h => ?_⟩
  · fin_cases i <;> fin_cases j <;> simp [pairCoupling]
  · ext i
    fin_cases i <;>
      simp [pairCoupling, spinorT, Matrix.mulVec, dotProduct, Fin.sum_univ_four]
  · have h03 : (pairCoupling * kramersK) 0 3 = (kramersK * pairCoupling) 0 3 := by rw [h]
    rw [kramersK, Matrix.mul_diagonal, Matrix.diagonal_mul] at h03
    norm_num [pairCoupling] at h03

end

end PairCouplingNotCommute
```

Lean reports:

```
Main.lean:35:2: error: unsolved goals
case refine_3
h : pairCoupling * kramersK = kramersK * pairCoupling
h03 : ![0, 0, 0, 1] 3 * ![1 / 2, 1 / 2, -(1 / 2), -(1 / 2)] 3 = 1 / 2 * ![0, 0, 0, 1] 3
⊢ False
```

Diagnosis. The error `unsolved goals` says that the third part still has `False` to prove after its last tactic. The hypothesis `h03` does contain the contradiction, but `norm_num [pairCoupling] at h03` did not bring it out. It reduced the diagonal entry at index 0 to `1 / 2`, but left the entries at index 3, such as `![0, 0, 0, 1] 3`, as unevaluated vector lookups. With these still in place, it had no purely numerical equation to refute.

The repair states the equation in numbers, `(1 : ℂ) * (-1 / 2) = 1 / 2 * 1`, and gives `h03` as its proof. Lean accepts this because the matrix and vector entries in `h03` unfold by definition to those numbers. `norm_num at h'` then has only arithmetic to do: the two sides are −1/2 and 1/2, so the hypothesis is false and the goal closes. The added comment only explains the step.

The change, after which it compiles:

```diff
@@ -35,5 +35,7 @@
   · have h03 : (pairCoupling * kramersK) 0 3 = (kramersK * pairCoupling) 0 3 := by rw [h]
     rw [kramersK, Matrix.mul_diagonal, Matrix.diagonal_mul] at h03
-    norm_num [pairCoupling] at h03
+    -- the two products have opposite entries between `φ₁` and `T φ₂`
+    have h' : (1 : ℂ) * (-1 / 2) = 1 / 2 * 1 := h03
+    norm_num at h'
 
 end
```
